# The anti-Hermitian part of a matrix Green's function with a positive definite metric

For finite complex matrices, let `N` be positive definite, `M` Hermitian and `z` off the real axis, and set G = N(zN − M)⁻¹N. The lemma states that −(G − G†)/(2i) = Im z · P N P†, where P = N(zN − M)⁻¹. The attempt writes K for zN − M and L for its inverse, and proves L − L† = −L(K − K†)L†. It then puts in K − K† = 2i Im z · N and leaves `simp only` to cancel the scalar factors and line up the matrix products.

The first attempt, which Lean rejects:

```lean
import Mathlib

open Matrix
open scoped ComplexOrder

namespace RothDecoupling

noncomputable section

variable {d n : Type*} [Fintype d] [DecidableEq d] [Fintype n] [DecidableEq n]

/-- The Roth Green's function `G(z) = N (zN - M)⁻¹ N`. -/
def rothGreen (N M : Matrix n n ℂ) (z : ℂ) : Matrix n n ℂ :=
  N * (z • N - M)⁻¹ * N

/-- The matrix imaginary part `(G - G†)/(2i)`. -/
def imPart (G : Matrix n n ℂ) : Matrix n n ℂ := (1 / (2 * Complex.I)) • (G - Gᴴ)

omit [Fintype n] [DecidableEq n] in
/-- For Hermitian `N` and `M`, the kernel `K = zN - M` satisfies `K - K† = 2i Im z · N`. -/
theorem kernel_sub {N M : Matrix n n ℂ} (hN : N.IsHermitian) (hM : M.IsHermitian) (z : ℂ) :
    (z • N - M) - (z • N - M)ᴴ = (2 * Complex.I * (z.im : ℂ)) • N := by
  have h : 2 * Complex.I * (z.im : ℂ) = z - star z := by
    apply Complex.ext <;> simp
    ring
  rw [h, conjTranspose_sub, conjTranspose_smul, hN.eq, hM.eq, sub_smul]
  abel

/-- For positive definite `N` and Hermitian `M`, the kernel `zN - M` is invertible at every `z` off
the real axis. -/
theorem kernel_isUnit {N M : Matrix n n ℂ} (hN : N.PosDef) (hM : M.IsHermitian) {z : ℂ}
    (hz : z.im ≠ 0) : IsUnit (z • N - M) := by
  rw [isUnit_iff_isUnit_det, isUnit_iff_ne_zero]
  intro h0
  obtain ⟨v, hv, hKv⟩ := Matrix.exists_mulVec_eq_zero_iff.2 h0
  -- a null vector would have zero norm in the metric N
  have h1 : star v ⬝ᵥ ((z • N - M) - (z • N - M)ᴴ) *ᵥ v = 0 := by
    rw [Matrix.sub_mulVec, dotProduct_sub, hKv, dotProduct_zero, Matrix.dotProduct_mulVec,
      ← Matrix.star_mulVec, hKv]
    simp
  rw [kernel_sub hN.isHermitian hM, Matrix.smul_mulVec, dotProduct_smul, smul_eq_mul] at h1
  rcases mul_eq_zero.1 h1 with h | h
  · simp [hz] at h
  · exact (hN.dotProduct_mulVec_pos hv).ne' h

/-- For positive definite `N`, Hermitian `M` and `z` off the real axis, `-(G - G†)/(2i) = Im z · P N
P†` with `P = N (zN - M)⁻¹`. -/
theorem neg_imPart_rothGreen {N M : Matrix n n ℂ} (hN : N.PosDef) (hM : M.IsHermitian)
    {z : ℂ} (hz : z.im ≠ 0) : -imPart (rothGreen N M z)
      = (z.im : ℂ) • (N * (z • N - M)⁻¹ * N * (N * (z • N - M)⁻¹)ᴴ) := by
  have hK := (isUnit_iff_isUnit_det _).1 (kernel_isUnit hN hM hz)
  have hs := kernel_sub hN.isHermitian hM z
  have h1 := nonsing_inv_mul _ hK
  have h2 := congrArg conjTranspose h1
  rw [conjTranspose_mul, conjTranspose_one] at h2
  unfold imPart rothGreen
  generalize (z • N - M)⁻¹ = L at *
  generalize z • N - M = K at *
  -- resolvent identity for L and its adjoint
  have h3 : L - Lᴴ = -(L * (K - Kᴴ) * Lᴴ) := by
    calc L - Lᴴ = L * (Kᴴ * Lᴴ) - (L * K) * Lᴴ := by rw [h1, h2, mul_one, one_mul]
      _ = _ := by noncomm_ring
  have h4 : N * L * N - (N * L * N)ᴴ = N * (L - Lᴴ) * N := by
    rw [conjTranspose_mul, conjTranspose_mul, hN.isHermitian.eq]
    noncomm_ring
  have hc : 1 / (2 * Complex.I) * (2 * Complex.I * (z.im : ℂ)) = (z.im : ℂ) := by
    rw [← mul_assoc, one_div_mul_cancel (by simp), one_mul]
  rw [h4, h3, hs, conjTranspose_mul, hN.isHermitian.eq]
  simp only [Matrix.mul_smul, Matrix.smul_mul, mul_neg, neg_mul, smul_neg, neg_neg,
    smul_smul, hc, mul_assoc]

end

end RothDecoupling
```

Compiling this gives:

```
Main.lean:50:71: error: unsolved goals
n : Type u_2
inst✝¹ : Fintype n
inst✝ : DecidableEq n
N M : Matrix n n ℂ
hN : N.PosDef
hM : M.IsHermitian
z : ℂ
hz : z.im ≠ 0
L K : Matrix n n ℂ
hK : IsUnit K.det
hs : K - Kᴴ = (2 * Complex.I * ↑z.im) • N
h1 : L * K = 1
h2 : Kᴴ * Lᴴ = 1
h3 : L - Lᴴ = -(L * (K - Kᴴ) * Lᴴ)
h4 : N * L * N - (N * L * N)ᴴ = N * (L - Lᴴ) * N
hc : 1 / (2 * Complex.I) * (2 * Complex.I * ↑z.im) = ↑z.im
⊢ (1 / (2 * Complex.I) * (2 * (Complex.I * ↑z.im))) • (N * (L * (N * (Lᴴ * N)))) = ↑z.im • (N * (L * (N * (Lᴴ * N))))
Main.lean:70:15: warning: This simp argument is unused:
  hc

Hint: Omit it from the simp argument list.
  [apply] simp only [Matrix.mul_smul, Matrix.smul_mul, mul_neg, neg_mul, smul_neg, neg_neg, smul_smul, mul_assoc]

Note: This linter can be disabled with `set_option linter.unusedSimpArgs false`
```

As a diff, the version that Lean accepts:

```diff
@@ -68,5 +68,6 @@
   rw [h4, h3, hs, conjTranspose_mul, hN.isHermitian.eq]
   simp only [Matrix.mul_smul, Matrix.smul_mul, mul_neg, neg_mul, smul_neg, neg_neg,
-    smul_smul, hc, mul_assoc]
+    smul_smul, hc]
+  simp only [mul_assoc]
 
 end
```

Diagnosis. The error shows the goal left over when `simp only` had finished. The matrix products on the two sides agree, but the scalar on the left is still `1 / (2 * Complex.I) * (2 * (Complex.I * ↑z.im))`, where the right has `↑z.im`.

The hypothesis `hc` was meant to make this cancellation, but its left side contains `2 * Complex.I * ↑z.im`, bracketed the other way. `mul_assoc`, in the same simp set, applies to complex numbers as well as to matrices. It rebracketed the scalar, and `hc` no longer matched. The warning that `hc` is unused says the same; taking up its hint and deleting `hc` would not have closed the goal.

The repair splits the call in two. The first, without `mul_assoc`, gathers the scalars in the form `hc` expects and reduces them to `↑z.im`. The second uses `mul_assoc` alone to bring the matrix products to a common bracketing, which closes the goal.
